# Politzer's formula for a molecular energy with Thomas-Fermi scaling

For a molecular energy E(Z, X), a function of finitely many nuclear charges Z and nuclear coordinates X, `politzer_molecule` states that E = (3/7) Σ Zᵢ ∂E/∂Zᵢ − (1/7) Σ Xₖ ∂E/∂Xₖ. It assumes that E is differentiable jointly in charges and coordinates at the given point, and that E(tZ, t^(−1/3) X) = t^(7/3) E(Z, X) there for every t > 0. This Thomas-Fermi scaling is a hypothesis; the energy is not derived from a Hamiltonian or a density functional. The attempt writes the two sums as values of the total derivative `L`, then differentiates the scaling law at t = 1 and solves for E.

The first attempt, which Lean rejects:

```lean
import Mathlib

open Filter Topology

namespace PolitzerMolecule

noncomputable section

variable {ι κ : Type*} [Fintype ι] [DecidableEq ι] [Fintype κ] [DecidableEq κ]

/-- The partial derivative of `f` at `Z` with respect to the coordinate `Z i`. -/
def partialDeriv (f : (ι → ℝ) → ℝ) (Z : ι → ℝ) (i : ι) : ℝ :=
  deriv (fun s : ℝ => f (Z + s • Pi.single i (1 : ℝ))) 0

/-- Thomas-Fermi scaling of a molecular energy at charges `Z` and nuclear coordinates `X`:
multiplying the charges by `t > 0` and the coordinates by `t^(-1/3)` multiplies the energy
by `t^(7/3)`. -/
def ThomasFermiScaling (E : (ι → ℝ) → (κ → ℝ) → ℝ) (Z : ι → ℝ) (X : κ → ℝ) : Prop :=
  ∀ t : ℝ, 0 < t → E (t • Z) (t ^ (-(1 / 3) : ℝ) • X) = t ^ (7 / 3 : ℝ) * E Z X

/-- The total derivative of a differentiable function along `v` is the sum of the components
of `v` times the partial derivatives. -/
theorem sum_mul_partialDeriv {f : (ι → ℝ) → ℝ} {L : (ι → ℝ) →L[ℝ] ℝ} {Z : ι → ℝ}
    (h : HasFDerivAt f L Z) (v : ι → ℝ) : ∑ i, v i * partialDeriv f Z i = L v := by
  have hp : ∀ i, partialDeriv f Z i = L (Pi.single i 1) := fun i =>
    HasDerivAt.deriv (h.hasLineDerivAt (Pi.single i 1))
  have hv : v = ∑ i, v i • (Pi.single i (1 : ℝ) : ι → ℝ) := by
    ext j
    simp [Finset.sum_apply, Pi.single_apply]
  conv_rhs => rw [hv]
  simp only [map_sum, map_smul, smul_eq_mul, hp]

/-- Politzer's formula for a molecule: a differentiable energy with Thomas-Fermi scaling is `3/7` of
the sum of the charges times the energy derivatives with respect to them, minus `1/7` of the sum of
the nuclear coordinates times the energy derivatives with respect to them. -/
theorem politzer_molecule {E : (ι → ℝ) → (κ → ℝ) → ℝ} {Z : ι → ℝ} {X : κ → ℝ}
    (hE : DifferentiableAt ℝ (fun p : (ι → ℝ) × (κ → ℝ) => E p.1 p.2) (Z, X))
    (hs : ThomasFermiScaling E Z X) :
    E Z X = 3 / 7 * ∑ i, Z i * partialDeriv (fun Z' => E Z' X) Z i -
      1 / 7 * ∑ k, X k * partialDeriv (E Z) X k := by
  obtain ⟨L, hL⟩ := hE
  have sZ : ∑ i, Z i * partialDeriv (fun Z' => E Z' X) Z i = L (Z, 0) :=
    sum_mul_partialDeriv (hL.comp Z (hasFDerivAt_prodMk_left Z X)) Z
  have sX : ∑ k, X k * partialDeriv (E Z) X k = L (0, X) :=
    sum_mul_partialDeriv (hL.comp X (hasFDerivAt_prodMk_right Z X)) X
  have hp : ∀ p : ℝ, HasDerivAt (fun t : ℝ => t ^ p) p 1 := fun p => by
    simpa using Real.hasDerivAt_rpow_const (x := 1) (p := p) (Or.inl one_ne_zero)
  have h1 : HasDerivAt (fun t : ℝ => t • Z) Z 1 := by
    simpa using (hasDerivAt_id (1 : ℝ)).smul_const Z
  -- differentiate along the scaling curve (tZ, t^(-1/3) X)
  have hc := hL.comp_hasDerivAt_of_eq 1 (h1.prodMk ((hp (-(1 / 3))).smul_const X)) (by simp)
  have ev : (fun t : ℝ => E (t • Z) (t ^ (-(1 / 3) : ℝ) • X)) =ᶠ[𝓝 1]
      fun t => t ^ (7 / 3 : ℝ) * E Z X := by
    filter_upwards [Ioi_mem_nhds (zero_lt_one' ℝ)] with t ht using hs t ht
  have h := hc.unique (((hp (7 / 3)).mul_const (E Z X)).congr_of_eventuallyEq ev)
  have split : (Z, (-(1 / 3) : ℝ) • X) =
      (Z, (0 : κ → ℝ)) + (-(1 / 3) : ℝ) • ((0 : ι → ℝ), X) := by simp
  rw [split, map_add, map_smul, smul_eq_mul] at h
  rw [sZ, sX]
  linarith

end

end PolitzerMolecule
```

The compiler's answer:

```
Main.lean:43:4: error: Type mismatch
  sum_mul_partialDeriv (HasFDerivAt.comp Z ?m.121 (hasFDerivAt_prodMk_left Z X)) Z
has type
  ∑ i, Z i * partialDeriv (?m.119 ∘ fun e => (e, X)) Z i = (?m.120 ∘SL ContinuousLinearMap.inl ℝ (ι → ℝ) (κ → ℝ)) Z
but is expected to have type
  ∑ i, Z i * partialDeriv (fun Z' => E Z' X) Z i = L (Z, 0)
```

The error is in `sZ`, where the chain rule is applied inline. In the message the outer function and its derivative are still the unknowns `?m.119` and `?m.120`: Lean compared the types before it had used `hL` to fix them. It then had to find a function whose value at the pair `(Z', X)` is `E Z' X`. Unification does not read a function off from its value at a pair, as it can from its value at a variable, so the match failed.

The repair proves the derivative in the charges first, as `hZ`, giving `HasFDerivAt.comp` both functions through `g` and `f` and stating the derivative as `L` composed with the inclusion `inl`. Nothing is left to guess, and `sum_mul_partialDeriv` receives the function that `sZ` names. Its result ends in the composed map applied to `Z`, which `simp` shows equal to `L (Z, 0)`. The message does not mention `sX`, but the diff gives it the same treatment, with `hX` and `inr`. The added comment is mere tidying.

The repair, with which the file compiles:

```diff
@@ -40,8 +40,17 @@
       1 / 7 * ∑ k, X k * partialDeriv (E Z) X k := by
   obtain ⟨L, hL⟩ := hE
+  -- vary the charges alone, then the coordinates alone
+  have hZ : HasFDerivAt (fun Z' => E Z' X)
+      (L.comp (ContinuousLinearMap.inl ℝ (ι → ℝ) (κ → ℝ))) Z :=
+    HasFDerivAt.comp (g := fun p : (ι → ℝ) × (κ → ℝ) => E p.1 p.2)
+      (f := fun Z' => (Z', X)) Z hL (hasFDerivAt_prodMk_left Z X)
+  have hX : HasFDerivAt (E Z)
+      (L.comp (ContinuousLinearMap.inr ℝ (ι → ℝ) (κ → ℝ))) X :=
+    HasFDerivAt.comp (g := fun p : (ι → ℝ) × (κ → ℝ) => E p.1 p.2)
+      (f := fun X' => (Z, X')) X hL (hasFDerivAt_prodMk_right Z X)
   have sZ : ∑ i, Z i * partialDeriv (fun Z' => E Z' X) Z i = L (Z, 0) :=
-    sum_mul_partialDeriv (hL.comp Z (hasFDerivAt_prodMk_left Z X)) Z
+    (sum_mul_partialDeriv hZ Z).trans (by simp)
   have sX : ∑ k, X k * partialDeriv (E Z) X k = L (0, X) :=
-    sum_mul_partialDeriv (hL.comp X (hasFDerivAt_prodMk_right Z X)) X
+    (sum_mul_partialDeriv hX X).trans (by simp)
   have hp : ∀ p : ℝ, HasDerivAt (fun t : ℝ => t ^ p) p 1 := fun p => by
     simpa using Real.hasDerivAt_rpow_const (x := 1) (p := p) (Or.inl one_ne_zero)
```
